# For a polynomial occupation function, the dipole of a finite non-interacting system is a polynomial in the field

The model has finite complex matrices `H`, `W` and `X`, not required to be Hermitian, and the Hamiltonian H + sW − FX, with a real distortion amplitude s and a complex field F. Its dipole is tr(X f(H + sW − FX)), where the occupation function f is a real polynomial; the matrices are fixed, so there is no self-consistent response to the field, and f is not normalised to a particle number. `dipoleSeries` is the same expression with the field kept as an indeterminate, and the theorem says that its value at any F is the dipole at that F. The proof takes entrywise evaluation at F as an algebra homomorphism `φ` from matrices of polynomials to complex matrices, and carries it through the trace, the product and f.

The failing Lean file:

```lean
import Mathlib

open Matrix

namespace EvalDipoleSeries

noncomputable section

variable {n : Type*} [Fintype n] [DecidableEq n]

/-- The Hamiltonian `H + sW - FX` with a distortion `W` of amplitude `s` in a field `F`. -/
def hamiltonian (H W X : Matrix n n ℂ) (s : ℝ) (F : ℂ) : Matrix n n ℂ :=
  H + (s : ℂ) • W - F • X

/-- The dipole `tr (X f(H + sW - FX))` for the occupation polynomial `f`. -/
def dipole (f : Polynomial ℝ) (H W X : Matrix n n ℂ) (s : ℝ) (F : ℂ) : ℂ :=
  trace (X * Polynomial.aeval (hamiltonian H W X s F) f)

/-- The dipole as a polynomial in the field, which is kept as an indeterminate. -/
def dipoleSeries (f : Polynomial ℝ) (H W X : Matrix n n ℂ) (s : ℝ) : Polynomial ℂ :=
  trace (X.map Polynomial.C * Polynomial.aeval
    (H.map Polynomial.C + (Polynomial.C (s : ℂ)) • W.map Polynomial.C
      - (Polynomial.X : Polynomial ℂ) • X.map Polynomial.C) f)

/-- The field polynomial takes the value of the dipole at every field `F`. -/
theorem eval_dipoleSeries (f : Polynomial ℝ) (H W X : Matrix n n ℂ) (s : ℝ) (F : ℂ) :
    (dipoleSeries f H W X s).eval F = dipole f H W X s F := by
  -- evaluation at `F`, entry by entry, is a homomorphism of matrix algebras
  obtain ⟨φ, hφ⟩ : ∃ φ : Matrix n n (Polynomial ℂ) →ₐ[ℝ] Matrix n n ℂ,
      ∀ M i j, φ M i j = (M i j).eval F :=
    ⟨((Polynomial.aeval F : Polynomial ℂ →ₐ[ℂ] ℂ).restrictScalars ℝ).mapMatrix,
      fun M i j => by
        change Polynomial.aeval F (M i j) = _
        rw [Polynomial.coe_aeval_eq_eval]⟩
  have hX : φ (X.map Polynomial.C) = X := by
    ext i j
    rw [hφ]
    simp
  have hA : φ (H.map Polynomial.C + (Polynomial.C (s : ℂ)) • W.map Polynomial.C
      - (Polynomial.X : Polynomial ℂ) • X.map Polynomial.C) = hamiltonian H W X s F := by
    ext i j
    rw [hφ]
    simp [hamiltonian]
  have ht : ∀ M : Matrix n n (Polynomial ℂ), (trace M).eval F = trace (φ M) := by
    intro M
    simp [Matrix.trace, hφ, Polynomial.eval_finset_sum]
  rw [dipoleSeries, ht, map_mul, hX, ← Polynomial.aeval_algHom_apply, hA, dipole]

end

end EvalDipoleSeries
```

Messages:

```
Main.lean:40:87: error: unsolved goals
n : Type u_1
inst✝¹ : Fintype n
inst✝ : DecidableEq n
f : Polynomial ℝ
H W X : Matrix n n ℂ
s : ℝ
F : ℂ
φ : Matrix n n (Polynomial ℂ) →ₐ[ℝ] Matrix n n ℂ
hφ : ∀ (M : Matrix n n (Polynomial ℂ)) (i j : n), φ M i j = Polynomial.eval F (M i j)
hX : φ (X.map ⇑Polynomial.C) = X
i j : n
⊢ X i j * F = F * X i j
Main.lean:46:28: warning: `Polynomial.eval_finset_sum` has been deprecated: Use `Polynomial.eval_finsetSum` instead
```

Cause. The error is in `hA`, the step which says that `φ` sends the Hamiltonian with an indeterminate field to the Hamiltonian at F. After `ext i j` and `rw [hφ]` this is an equation between complex numbers for each entry, and `simp [hamiltonian]` reduces it to `X i j * F = F * X i j`. The two sides are the field term with its factors in opposite orders. The equation is true because complex multiplication is commutative, but `simp` does not use `mul_comm` by default, so it stops there and the goal stays open. The added `ring` proves equalities in commutative rings up to the order of factors, and closes it.

The other message is a warning that `Polynomial.eval_finset_sum` is a deprecated name. The diff puts the new name, `Polynomial.eval_finsetSum`, in its place, which removes the warning; this is tidying and has no part in curing the error.

This version goes through:

```diff
@@ -42,7 +42,8 @@
     rw [hφ]
     simp [hamiltonian]
+    ring
   have ht : ∀ M : Matrix n n (Polynomial ℂ), (trace M).eval F = trace (φ M) := by
     intro M
-    simp [Matrix.trace, hφ, Polynomial.eval_finset_sum]
+    simp [Matrix.trace, hφ, Polynomial.eval_finsetSum]
   rw [dipoleSeries, ht, map_mul, hX, ← Polynomial.aeval_algHom_apply, hA, dipole]
 
```
